# A positive definite formally relaxed stiffness can coexist with a harmonic energy unbounded below in the internal displacement

An internal displacement of a strained crystal can be called relaxed in two senses: it minimises the energy at fixed strain, or it merely makes the internal forces vanish. The standard elimination of the internal coordinates by a matrix inverse uses only the second property. Relaxation is therefore modelled here as stationarity, and minimality is left as a question. For a harmonic energy whose symmetric, invertible force-constant matrix has a direction of negative curvature, the stationary point exists and may have positive energy, yet it is no minimum.

```lean
import Mathlib

open Matrix Filter Topology

namespace RelaxedStiffnessPitfall

noncomputable section

variable {m n : Type*} [Fintype m] [Fintype n]
```

## Harmonic energy and stationary displacements

The strain $e$ has components labelled by a finite index set `m`, for instance the six Voigt components, and the internal displacement $u$ has components labelled by a finite set `n`. The energy is

$$E(e,u)=\tfrac12\,e\cdot Ce+u\cdot Le+\tfrac12\,u\cdot Ku ,$$

with $C$ the clamped stiffness, $L$ the coupling of displacement to strain, and $K$ the force-constant matrix. Cell volume and units are absorbed into the matrices. There are no constant or linear terms: the energy is measured from a reference structure at $e=0$, $u=0$ in which forces and stress vanish. In Lean `⬝ᵥ` is the dot product and `*ᵥ` applies a matrix to a vector.

```lean
/-- Harmonic energy `e·Ce/2 + u·Le + u·Ku/2` of a crystal with strain `e` and internal
displacement `u`. -/
def energy (C : Matrix m m ℝ) (L : Matrix n m ℝ) (K : Matrix n n ℝ)
    (e : m → ℝ) (u : n → ℝ) : ℝ :=
  e ⬝ᵥ C *ᵥ e / 2 + u ⬝ᵥ L *ᵥ e + u ⬝ᵥ K *ᵥ u / 2
```

A displacement $u$ is stationary at strain $e$ if $\frac{d}{dt}E(e,u+tv)$ vanishes at $t=0$ for every direction $v$, with $t$ real. In `HasDerivAt` the first `0` is the value of the derivative and the second is the point.

```lean
/-- `u` is stationary at strain `e`: the derivative of the energy along every internal
displacement direction vanishes. -/
def IsStationary (C : Matrix m m ℝ) (L : Matrix n m ℝ) (K : Matrix n n ℝ)
    (e : m → ℝ) (u : n → ℝ) : Prop :=
  ∀ v : n → ℝ, HasDerivAt (fun t : ℝ => energy C L K e (u + t • v)) 0 0
```

Defining the relaxed energy as $\inf_u E(e,u)$ in the extended reals would be the other reading. With a direction of negative curvature it would equal $-\infty$ at every strain, and the misleading positive stiffness would never enter the statement.

## The energy along a line

Let $K$ be symmetric (`hK`), as a matrix of second derivatives is. Expanding, the quadratic term gives $u\cdot Ku+t\,(u\cdot Kv+v\cdot Ku)+t^2\,v\cdot Kv$, and symmetry makes the two cross terms equal, so

$$E(e,u+tv)=E(e,u)+t\,v\cdot(Le+Ku)+\tfrac12 t^2\,v\cdot Kv .$$

The equality of the cross terms is `hs`, and `linear_combination (t / 2) * hs` uses it with the weight $t/2$ that it has in the expansion.

```lean
/-- For symmetric `K`, the energy along the line `u + t v` is a quadratic in `t` with linear
coefficient `v·(Le + Ku)` and curvature `v·Kv`. -/
theorem energy_line (C : Matrix m m ℝ) (L : Matrix n m ℝ) {K : Matrix n n ℝ}
    (hK : K.IsSymm) (e : m → ℝ) (u v : n → ℝ) (t : ℝ) :
    energy C L K e (u + t • v) = energy C L K e u + t * (v ⬝ᵥ (L *ᵥ e + K *ᵥ u))
      + t ^ 2 / 2 * (v ⬝ᵥ K *ᵥ v) := by
  have hs : u ⬝ᵥ K *ᵥ v = v ⬝ᵥ K *ᵥ u := by
    rw [Matrix.dotProduct_mulVec, ← Matrix.mulVec_transpose, hK.eq, dotProduct_comm]
  simp only [energy, mulVec_add, mulVec_smul, add_dotProduct, dotProduct_add,
    smul_dotProduct, dotProduct_smul, smul_eq_mul]
  linear_combination (t / 2) * hs
```

Write $g=Le+Ku$ for the gradient of $E$ in $u$; the mechanical force is $-g$. The derivative at $t=0$ is $v\cdot g$, which is `hd`, obtained from the derivative `hq` of a scalar quadratic. If $u$ is stationary, the choice $v=g$ gives $g\cdot g=0$ and hence $g=0$. Conversely $g=0$ makes every $v\cdot g$ vanish.

```lean
/-- For symmetric `K`, `u` is stationary exactly when the energy gradient `Le + Ku` vanishes. -/
theorem isStationary_iff (C : Matrix m m ℝ) (L : Matrix n m ℝ) {K : Matrix n n ℝ}
    (hK : K.IsSymm) (e : m → ℝ) (u : n → ℝ) :
    IsStationary C L K e u ↔ L *ᵥ e + K *ᵥ u = 0 := by
  have hq : ∀ a b c : ℝ, HasDerivAt (fun t : ℝ => a + t * b + t ^ 2 / 2 * c) b 0 := by
    intro a b c
    have h := (((hasDerivAt_id' (0 : ℝ)).mul_const b).const_add a).fun_add
      (((hasDerivAt_pow 2 (0 : ℝ)).div_const 2).mul_const c)
    exact h.congr_deriv (by norm_num)
  have hd : ∀ v : n → ℝ, HasDerivAt (fun t : ℝ => energy C L K e (u + t • v))
      (v ⬝ᵥ (L *ᵥ e + K *ᵥ u)) 0 := by
    intro v
    rw [funext (energy_line C L hK e u v)]
    exact hq _ _ _
  constructor
  · -- move along the gradient itself
    intro h
    exact dotProduct_self_eq_zero.mp ((hd _).unique (h _))
  · intro h v
    have h' := hd v
    rwa [h, dotProduct_zero] at h'
```

## Consequences of a soft mode

A soft mode here means a vector $v$ with $v\cdot Kv<0$ (`hv`). The vector $v$ need not itself be a normal mode; for symmetric $K$ and positive masses, such a $v$ exists exactly when some zone-centre internal vibration at fixed cell shape has imaginary frequency. It is assumed, not derived from any interaction. No normalisation of $v$ is needed, since only the sign matters. Put $\kappa=-v\cdot Kv>0$. The coupling term is odd in $t$, so

$$E(e,tv)+E(e,-tv)=e\cdot Ce-\kappa t^2 .$$

Given a real $M$, choose $t$ with $\kappa t^2=2\,|\tfrac12 e\cdot Ce-M|+1$. If both energies were at least $M$, then $e\cdot Ce-2M\ge\kappa t^2>2\,|\tfrac12 e\cdot Ce-M|$, which is impossible. In the proof `ht` fixes $t$ through a square root, `h1` and `h2` are the two assumed bounds, and `nlinarith` adds them. Symmetry of $K$ is not used in this step.

```lean
/-- If `v·Kv < 0`, then at any strain the energy falls below every bound `M` for some
displacement `t v`. -/
theorem energy_unbounded (C : Matrix m m ℝ) (L : Matrix n m ℝ) (K : Matrix n n ℝ)
    {v : n → ℝ} (hv : v ⬝ᵥ K *ᵥ v < 0) (e : m → ℝ) (M : ℝ) :
    ∃ t : ℝ, energy C L K e (t • v) < M := by
  by_contra h
  have hc : 0 < -(v ⬝ᵥ K *ᵥ v) := neg_pos.mpr hv
  obtain ⟨t, ht⟩ : ∃ t : ℝ, t ^ 2 * (-(v ⬝ᵥ K *ᵥ v)) = 2 * |e ⬝ᵥ C *ᵥ e / 2 - M| + 1 := by
    refine ⟨Real.sqrt ((2 * |e ⬝ᵥ C *ᵥ e / 2 - M| + 1) / (-(v ⬝ᵥ K *ᵥ v))), ?_⟩
    rw [Real.sq_sqrt (div_nonneg (by positivity) hc.le), div_mul_cancel₀ _ hc.ne']
  have h1 := not_lt.mp (fun hh => h ⟨t, hh⟩)
  have h2 := not_lt.mp (fun hh => h ⟨-t, hh⟩)
  simp only [energy, mulVec_smul, smul_dotProduct, dotProduct_smul, smul_eq_mul] at h1 h2
  -- the coupling term cancels between `t` and `-t`
  nlinarith [le_abs_self (e ⬝ᵥ C *ᵥ e / 2 - M)]
```

The same cancellation works around any point $u$:

$$E(e,u+tv)+E(e,u-tv)=2E(e,u)-\kappa t^2<2E(e,u)\qquad(t>0).$$

At a local minimum both energies on the left would be at least $E(e,u)$ for small $t$. In Lean, `hm` says that $E(e,u)$ is a lower bound in a neighbourhood of $u$, `hg` says that $u+tw$ tends to $u$ as $t\to0^+$ for any vector $w$, and one $t>0$ is extracted that serves $w=v$ and $w=-v$ together. The expansions `e1` and `e2` then give the contradiction.

```lean
/-- If `K` is symmetric and `v·Kv < 0`, no internal displacement is a local minimum of the
energy at fixed strain. -/
theorem not_isLocalMin (C : Matrix m m ℝ) (L : Matrix n m ℝ) {K : Matrix n n ℝ}
    (hK : K.IsSymm) {v : n → ℝ} (hv : v ⬝ᵥ K *ᵥ v < 0) (e : m → ℝ) (u : n → ℝ) :
    ¬ IsLocalMin (energy C L K e) u := by
  intro hmin
  have hm : ∀ᶠ w in 𝓝 u, energy C L K e u ≤ energy C L K e w := hmin
  have hg : ∀ w : n → ℝ, Tendsto (fun t : ℝ => u + t • w) (𝓝[>] 0) (𝓝 u) := by
    intro w
    have hc : Continuous (fun t : ℝ => u + t • w) := by fun_prop
    exact (hc.tendsto' 0 u (by simp)).mono_left nhdsWithin_le_nhds
  have hpos : ∀ᶠ t : ℝ in 𝓝[>] 0, 0 < t := self_mem_nhdsWithin
  obtain ⟨t, ⟨h1, h2⟩, ht⟩ :=
    ((((hg v).eventually hm).and ((hg (-v)).eventually hm)).and hpos).exists
  have h1' : energy C L K e u ≤ energy C L K e (u + t • v) := h1
  have h2' : energy C L K e u ≤ energy C L K e (u + t • (-v)) := h2
  have e1 := energy_line C L hK e u v t
  have e2 := energy_line C L hK e u (-v) t
  simp only [neg_dotProduct, mulVec_neg, dotProduct_neg, neg_neg] at e2
  nlinarith [mul_pos (pow_pos ht 2) (neg_pos.mpr hv)]
```

## Eliminating the internal coordinates

The formally relaxed stiffness is $R=C-L^{\mathsf T}K^{-1}L$. Mathlib sets the inverse of a singular matrix to zero, so `relaxed` has this meaning only under `IsUnit K.det`, that is $\det K\neq0$. Physically this requires that rigid translations have been removed from $u$ and that no internal mode has zero frequency.

```lean
variable [DecidableEq n]

/-- The formally relaxed stiffness `C - Lᵀ K⁻¹ L`. -/
def relaxed (C : Matrix m m ℝ) (L : Matrix n m ℝ) (K : Matrix n n ℝ) : Matrix m m ℝ :=
  C - Lᵀ * K⁻¹ * L
```

Multiplying $Ku=-Le$ by $K^{-1}$ gives $u=-K^{-1}Le$, and multiplying back by $K$ shows that this vector solves $g=0$. The `calc` block is the first direction and `hw` the second.

```lean
/-- For symmetric invertible `K`, the only stationary displacement is `-K⁻¹ L e`. -/
theorem isStationary_iff_eq (C : Matrix m m ℝ) (L : Matrix n m ℝ) {K : Matrix n n ℝ}
    (hK : K.IsSymm) (hdet : IsUnit K.det) (e : m → ℝ) (u : n → ℝ) :
    IsStationary C L K e u ↔ u = -(K⁻¹ *ᵥ L *ᵥ e) := by
  rw [isStationary_iff C L hK]
  constructor
  · intro h
    have hKu : K *ᵥ u = -(L *ᵥ e) := by
      rw [eq_neg_iff_add_eq_zero, add_comm]; exact h
    calc u = (K⁻¹ * K) *ᵥ u := by rw [nonsing_inv_mul K hdet, one_mulVec]
      _ = -(K⁻¹ *ᵥ L *ᵥ e) := by rw [← mulVec_mulVec, hKu, mulVec_neg]
  · intro h
    have hw : ∀ w : n → ℝ, K *ᵥ K⁻¹ *ᵥ w = w := fun w => by
      rw [mulVec_mulVec, mul_nonsing_inv K hdet, one_mulVec]
    rw [h, mulVec_neg, hw, add_neg_cancel]
```

At the stationary point $u\cdot Ku=-u\cdot Le$ (`h1`), so $E=\tfrac12 e\cdot Ce+\tfrac12 u\cdot Le$. Inserting $u$ and moving $L$ across the dot product gives $u\cdot Le=-(K^{-1}Le)\cdot Le=-e\cdot L^{\mathsf T}K^{-1}Le$ (`h2`). Therefore $E=\tfrac12\,e\cdot Re$.

```lean
/-- For symmetric invertible `K`, the energy at a stationary displacement is the quadratic
form of the formally relaxed stiffness. -/
theorem energy_stationary (C : Matrix m m ℝ) (L : Matrix n m ℝ) {K : Matrix n n ℝ}
    (hK : K.IsSymm) (hdet : IsUnit K.det) {e : m → ℝ} {u : n → ℝ}
    (hu : IsStationary C L K e u) :
    energy C L K e u = e ⬝ᵥ relaxed C L K *ᵥ e / 2 := by
  have hu' := (isStationary_iff_eq C L hK hdet e u).mp hu
  have hKu : K *ᵥ u = -(L *ᵥ e) := by
    rw [eq_neg_iff_add_eq_zero, add_comm]; exact (isStationary_iff C L hK e u).mp hu
  have h1 : u ⬝ᵥ K *ᵥ u = -(u ⬝ᵥ L *ᵥ e) := by rw [hKu, dotProduct_neg]
  have h2 : e ⬝ᵥ (Lᵀ * K⁻¹ * L) *ᵥ e = -(u ⬝ᵥ L *ᵥ e) := by
    rw [hu', neg_dotProduct, neg_neg, ← mulVec_mulVec, ← mulVec_mulVec,
      Matrix.dotProduct_mulVec, vecMul_transpose, dotProduct_comm]
  simp only [energy, relaxed, sub_mulVec, dotProduct_sub]
  linarith
```

## Positive relaxed stiffness with a soft mode

Assume that $K$ is symmetric and invertible with a soft mode, and that $x\cdot Rx>0$ for every nonzero strain vector $x$ (`hR`), which is the stability test applied to $R$ alone. Then at every strain $e$ there is exactly one stationary $u$; its energy is positive if $e\ne0$; the set of values of $E(e,\cdot)$ has no lower bound; and no $u$, stationary or not, is a local minimum. The hypothesis `hR` enters only the second conclusion, through `half_pos`. The matrix $C$ is constrained only through `hR` and need not be symmetric.

```lean
/-- Let `K` be symmetric and invertible with `v·Kv < 0`, and let the formally relaxed
stiffness be positive definite. At every strain there is one stationary displacement, of
positive energy if `e ≠ 0`, while the energy is unbounded below and has no local minimum. -/
theorem relaxed_check_fails (C : Matrix m m ℝ) (L : Matrix n m ℝ) {K : Matrix n n ℝ}
    (hK : K.IsSymm) (hdet : IsUnit K.det) {v : n → ℝ} (hv : v ⬝ᵥ K *ᵥ v < 0)
    (hR : ∀ x : m → ℝ, x ≠ 0 → 0 < x ⬝ᵥ relaxed C L K *ᵥ x) (e : m → ℝ) :
    (∃! u, IsStationary C L K e u) ∧
    (∀ u, IsStationary C L K e u → e ≠ 0 → 0 < energy C L K e u) ∧
    ¬ BddBelow (Set.range (energy C L K e)) ∧
    ∀ u, ¬ IsLocalMin (energy C L K e) u := by
  refine ⟨⟨_, (isStationary_iff_eq C L hK hdet e _).mpr rfl,
    fun u hu => (isStationary_iff_eq C L hK hdet e u).mp hu⟩, ?_, ?_,
    not_isLocalMin C L hK hv e⟩
  · intro u hu he
    rw [energy_stationary C L hK hdet hu]
    exact half_pos (hR e he)
  · rintro ⟨M, hM⟩
    obtain ⟨t, ht⟩ := energy_unbounded C L K hv e M
    exact not_lt_of_ge (hM ⟨t • v, rfl⟩) ht
```

Fix $L$ and such a $K$, take any matrix $S$ of the shape of $C$, and set $C=S+L^{\mathsf T}K^{-1}L$. Then $R=S$ by cancellation. The theorem states that every stationary energy equals $\tfrac12 e\cdot Se$ and that the energy is again unbounded below in $u$. Any prescribed set of stationary energies of this quadratic form is thus compatible with a soft mode.

```lean
/-- For symmetric invertible `K` with `v·Kv < 0` and any matrix `S`, the clamped stiffness
`S + Lᵀ K⁻¹ L` gives stationary energies `e·Se/2` and an energy unbounded below in `u`. -/
theorem any_stiffness_occurs (S : Matrix m m ℝ) (L : Matrix n m ℝ) {K : Matrix n n ℝ}
    (hK : K.IsSymm) (hdet : IsUnit K.det) {v : n → ℝ} (hv : v ⬝ᵥ K *ᵥ v < 0) (e : m → ℝ) :
    (∀ u, IsStationary (S + Lᵀ * K⁻¹ * L) L K e u →
      energy (S + Lᵀ * K⁻¹ * L) L K e u = e ⬝ᵥ S *ᵥ e / 2) ∧
    ¬ BddBelow (Set.range (energy (S + Lᵀ * K⁻¹ * L) L K e)) := by
  constructor
  · intro u hu
    rw [energy_stationary _ L hK hdet hu, relaxed, add_sub_cancel_right]
  · rintro ⟨M, hM⟩
    obtain ⟨t, ht⟩ := energy_unbounded (S + Lᵀ * K⁻¹ * L) L K hv e M
    exact not_lt_of_ge (hM ⟨t • v, rfl⟩) ht
```

## One strain and one internal coordinate

An instance of the smallest size that allows a nonzero strain is $E(e,u)=-e^2/4+eu-u^2/2$ with real $e$ and $u$.

```lean
/-- The energy `-e²/4 + e u - u²/2` of one strain and one internal coordinate. -/
def model (e u : ℝ) : ℝ := -e ^ 2 / 4 + e * u - u ^ 2 / 2
```

It has $C=-\tfrac12$, $L=1$, $K=-1$. Then $K^{-1}=-1$ (`hinv`), the vector $v=1$ has $v\cdot Kv=-1$, and $R=-\tfrac12+1=\tfrac12$. The theorem lists these facts for $1\times1$ matrices; it gives the value of $R$, from which positivity of $x\cdot Rx=x^2/2$ is read off.

```lean
/-- The model is the harmonic energy with `C = -1/2`, `L = 1`, `K = -1`; this `K` is
symmetric, invertible and negative on `v = 1`, and the formally relaxed stiffness is `1/2`. -/
theorem model_witness :
    (∀ e u : ℝ, model e u = energy !![-1 / 2] !![1] !![-1] ![e] ![u]) ∧
    (!![-1] : Matrix (Fin 1) (Fin 1) ℝ).IsSymm ∧
    IsUnit (!![-1] : Matrix (Fin 1) (Fin 1) ℝ).det ∧
    (![1] : Fin 1 → ℝ) ⬝ᵥ (!![-1] : Matrix (Fin 1) (Fin 1) ℝ) *ᵥ ![1] < 0 ∧
    relaxed !![-1 / 2] !![1] !![-1] = !![1 / 2] := by
  have hinv : (!![-1] : Matrix (Fin 1) (Fin 1) ℝ)⁻¹ = !![-1] := by
    apply inv_eq_right_inv
    ext i j; fin_cases i; fin_cases j; simp [Matrix.mul_apply]
  refine ⟨?_, ?_, ?_, ?_, ?_⟩
  · intro e u
    simp [model, energy, Matrix.mulVec, dotProduct]
    ring
  · ext i j; fin_cases i; fin_cases j; rfl
  · simp
  · simp [Matrix.mulVec, dotProduct]
  · rw [relaxed, hinv]
    ext i j; fin_cases i; fin_cases j
    simp [Matrix.mul_apply]
    norm_num
```

The scalar statement is proved directly, with the ordinary derivative in $u$ in place of `IsStationary`. The derivative is $e-u$ (`hd`), so $u=e$ is the only stationary point. Completing the square,

$$E(e,u)=\tfrac14e^2-\tfrac12(u-e)^2 ,$$

so the stationary energy $e^2/4$ is positive for $e\neq0$ and is the maximum over $u$. For a supposed lower bound $M$ let $a=|e^2/4-M|$ and $u=e+a+1$. Since $\tfrac12(a+1)^2>a\ge e^2/4-M$, the energy there is below $M$.

```lean
/-- In the model, `u = e` is the only stationary point at strain `e`; its energy `e²/4` is
positive for `e ≠ 0` and is the maximum over `u`, and the energy is unbounded below in `u`. -/
theorem model_counterexample (e : ℝ) :
    (∀ u, HasDerivAt (model e) 0 u ↔ u = e) ∧ model e e = e ^ 2 / 4 ∧
    (e ≠ 0 → 0 < model e e) ∧ (∀ u, model e u ≤ model e e) ∧
    ¬ BddBelow (Set.range (model e)) := by
  have hd : ∀ u, HasDerivAt (model e) (e - u) u := by
    intro u
    have h := (((hasDerivAt_id' u).const_mul e).const_add (-e ^ 2 / 4)).fun_sub
      ((hasDerivAt_pow 2 u).div_const 2)
    exact h.congr_deriv (by simp)
  have hval : model e e = e ^ 2 / 4 := by unfold model; ring
  refine ⟨fun u => ⟨fun h => ?_, fun h => ?_⟩, hval, fun he => ?_, fun u => ?_, ?_⟩
  · have h0 := (hd u).unique h
    linarith
  · exact (hd u).congr_deriv (by rw [h, sub_self])
  · rw [hval]; positivity
  · unfold model; nlinarith [sq_nonneg (u - e)]
  · -- a displacement `s` away from `u = e` lowers the energy by `s²/2`
    rintro ⟨M, hM⟩
    have h : M ≤ model e (e + (|e ^ 2 / 4 - M| + 1)) := hM ⟨_, rfl⟩
    unfold model at h
    nlinarith [le_abs_self (e ^ 2 / 4 - M), sq_nonneg |e ^ 2 / 4 - M|]

end

end RelaxedStiffnessPitfall
```

```lean
#print axioms RelaxedStiffnessPitfall.relaxed_check_fails
#print axioms RelaxedStiffnessPitfall.any_stiffness_occurs
#print axioms RelaxedStiffnessPitfall.model_counterexample
```

```
'RelaxedStiffnessPitfall.relaxed_check_fails' depends on axioms: [propext, Classical.choice, Quot.sound]
'RelaxedStiffnessPitfall.any_stiffness_occurs' depends on axioms: [propext, Classical.choice, Quot.sound]
'RelaxedStiffnessPitfall.model_counterexample' depends on axioms: [propext, Classical.choice, Quot.sound]
```

## Reach of the harmonic model

The energy is exactly quadratic and finite-dimensional, with displacements that repeat in every cell; modes of finite wavevector, temperature and anharmonicity are absent. Unboundedness belongs to the quadratic truncation, and says nothing about the structure into which an unstable crystal would settle. When relaxed-ion elastic constants are assembled from $C$, $L$ and $K$ of an electronic-structure calculation, within this harmonic zone-centre model, a positive definite $R$ does not replace an inspection of the signs of the eigenvalues of $K$.

What follows, like the earlier remark on the infimum, is reasoning in prose and not a theorem above. A positive $C$ does not repair the test: $C=1$, $L=1$, $K=-1$ has $R=2$ and the same soft mode. The expansion along a line also settles the opposite case. At a stationary $u$ and $t=1$ it reads $E(e,u+v)=E(e,u)+\tfrac12 v\cdot Kv$, so for symmetric positive definite $K$ the stationary point is the strict global minimum, and $\tfrac12 e\cdot Re$ is then the true relaxed energy.
